# The error in a spin orbital's entropy equals the entropy of the occupation error if the two occupations are equal or one of them is 0 or 1

A spin orbital with occupation n between 0 and 1, whose reduced density matrix has the eigenvalues n and 1 − n, has the entropy s(n) = −n ln n − (1 − n) ln(1 − n). The lemma takes two such occupations p and q and states that |s(p) − s(q)| = s(|p − q|) if p = q or if at least one of them is 0 or 1. The proof first replaces s by Mathlib's `binEntropy`, the same function, and shows the equality for any occupation compared with 0 and for any compared with 1. It then splits the hypothesis into its five cases, of which the first, p = q, is to be settled by rewriting both sides to zero.

An attempt in Lean 4 with a fault in it:

```lean
import Mathlib

open Real Set

namespace EntropyErrorEq

/-- Entropy of a spin orbital with occupation `n` in `[0,1]`, whose reduced density matrix has
the eigenvalues `n` (occupied) and `1 - n` (empty). -/
noncomputable def spinOrbitalEntropy (n : ℝ) : ℝ :=
  -(n * log n) - (1 - n) * log (1 - n)

local notation "s" => spinOrbitalEntropy

/-- The spin-orbital entropy is the binary entropy function with natural logarithms. -/
theorem spinOrbitalEntropy_eq : spinOrbitalEntropy = binEntropy := by
  funext n
  simp only [spinOrbitalEntropy, binEntropy, log_inv]
  ring

/-- For occupations in `[0,1]`, the entropy error equals the entropy of the occupation error if
the occupations coincide or one of them is 0 or 1. -/
theorem entropy_error_eq {p q : ℝ} (hp : p ∈ Icc (0 : ℝ) 1) (hq : q ∈ Icc (0 : ℝ) 1)
    (h : p = q ∨ p = 0 ∨ p = 1 ∨ q = 0 ∨ q = 1) : |s p - s q| = s |p - q| := by
  rw [spinOrbitalEntropy_eq]
  have empty : ∀ x ∈ Icc (0 : ℝ) 1, |binEntropy x - binEntropy 0| = binEntropy |x - 0| := by
    intro x hx
    rw [binEntropy_zero, sub_zero, sub_zero, abs_of_nonneg (binEntropy_nonneg hx.1 hx.2),
      abs_of_nonneg hx.1]
  have full : ∀ x ∈ Icc (0 : ℝ) 1, |binEntropy x - binEntropy 1| = binEntropy |x - 1| := by
    intro x hx
    rw [binEntropy_one, sub_zero, abs_of_nonneg (binEntropy_nonneg hx.1 hx.2),
      abs_sub_comm x 1, abs_of_nonneg (sub_nonneg.mpr hx.2), binEntropy_one_sub]
  rcases h with rfl | rfl | rfl | rfl | rfl
  · rw [sub_self, sub_self, abs_zero, abs_zero, binEntropy_zero]
  · rw [abs_sub_comm (binEntropy 0), abs_sub_comm 0 q]
    exact empty q hq
  · rw [abs_sub_comm (binEntropy 1), abs_sub_comm 1 q]
    exact full q hq
  · exact empty p hp
  · exact full p hp

end EntropyErrorEq
```

Compiling this gives:

```
Main.lean:34:38: error: Tactic `rewrite` failed: Did not find an occurrence of the pattern
  |0|
in the target expression
  0 = binEntropy 0

case inl
p : ℝ
hp : p ∈ Icc 0 1
empty : ∀ x ∈ Icc 0 1, |binEntropy x - binEntropy 0| = binEntropy |x - 0|
full : ∀ x ∈ Icc 0 1, |binEntropy x - binEntropy 1| = binEntropy |x - 1|
hq : p ∈ Icc 0 1
⊢ 0 = binEntropy 0
```

The error is in the case p = q, at the second `abs_zero`: Lean looks for `|0|` and finds none, because the goal is already `0 = binEntropy 0`.

The two `sub_self` steps are both needed. The differences `binEntropy p - binEntropy p` and `p - p` are distinct terms, and each `rw` step fixes its pattern to one of them. After both steps the goal is `|0| = binEntropy |0|`. Here the two absolute values are the same term, and `rw` replaces every occurrence of its pattern at once, so the first `abs_zero` clears both sides and leaves the second nothing to rewrite.

The diff deletes the second `abs_zero`. The next step, `binEntropy_zero`, then turns the goal into `0 = 0`, which `rw` closes by itself.

Lean accepts the file once it reads:

```diff
@@ -32,5 +32,5 @@
       abs_sub_comm x 1, abs_of_nonneg (sub_nonneg.mpr hx.2), binEntropy_one_sub]
   rcases h with rfl | rfl | rfl | rfl | rfl
-  · rw [sub_self, sub_self, abs_zero, abs_zero, binEntropy_zero]
+  · rw [sub_self, sub_self, abs_zero, binEntropy_zero]
   · rw [abs_sub_comm (binEntropy 0), abs_sub_comm 0 q]
     exact empty q hq
```
